# Three moment sum rules fix the leading small-$q$ structure factor

A ground-state simulation of the three-dimensional electron gas in a periodic cubic box of side $L$ gives the static structure factor only at nonzero wavevectors of length $2\pi/L$ and above. One way to estimate the finite-size error in the potential energy uses the smaller wavevectors as well, and there one can insert the leading form $q^2/(2W)$, with $W$ the plasma energy, in units with $\hbar=m=1$. The result below supplies the coefficient $1/(2W)$ for every family of excitation spectra that obeys three sum rules; the sum rules themselves are assumed, not derived from the electron Hamiltonian.

## Squeezing $M_0$ between two combinations of moments

At each wavevector $q>0$ let the excitation spectrum be a positive measure on energies $w>0$. An excited state counts in it with the squared matrix element of the density operator at that wavevector between this state and the ground state, divided by the number of electrons. Write $M_p$ for the integral of $w^p$ over the spectrum. The structure factor is $M_0$. Fix $W>0$ and suppose that, as $q\to0^+$,

$$M_1=\frac{q^2}{2},\qquad \frac{M_{-1}}{q^2}\to\frac{1}{2W^2},\qquad \frac{M_3}{q^2}\to\frac{W^2}{2}.$$

The first condition is the f-sum rule, which expresses particle conservation. The second stands for perfect screening of a static, slowly varying charge. The third is the long-wavelength form of the third-moment rule, in which the Coulomb restoring force sets the scale $W^2$. The claim is that $M_0/q^2\to1/(2W)$.

The moments $M_0$ to $M_3$ are finite once $M_{-1}$ and $M_3$ are. For $0\le k\le3$, we have $w^k\le1\le1/w$ when $w\le1$, and $w^k\le w^3$ when $w\ge1$.

For the upper bound, expand a square:

$$0\le\frac{(w-W)^2}{2Ww}=\frac{W}{2w}-1+\frac{w}{2W}.$$

Integrating over the spectrum gives

$$M_0\le\frac12\left(W M_{-1}+\frac{M_1}{W}\right).$$

For the lower bound, use $(w-W)^2(w+2W)=w^3-3W^2w+2W^3$, which is nonnegative for $w>0$. Dividing by $2W^3$ and integrating gives

$$M_0\ge\frac12\left(\frac{3M_1}{W}-\frac{M_3}{W^3}\right).$$

Now divide both bounds by $q^2$ and let $q\to0^+$. The upper one tends to $\frac12\left(\frac1{2W}+\frac1{2W}\right)=\frac1{2W}$, the lower one to $\frac12\left(\frac3{2W}-\frac1{2W}\right)=\frac1{2W}$. The ratio $M_0/q^2$ lies between them and has the same limit.

## The spectrum concentrates at $W$

The same method controls the width of the spectrum. Let $D=M_2-2WM_1+W^2M_0$ be the integral of $(w-W)^2$. Integrating $w(w-W)^2\ge0$ gives $2WM_2\le M_3+W^2M_1$, hence

$$0\le D\le\frac{M_3-3W^2M_1+2W^3M_0}{2W}.$$

After division by $q^2$ the right side tends to $\left(\frac{W^2}2-\frac{3W^2}2+W^2\right)/(2W)=0$. Since $M_0/q^2$ has a positive limit, the normalised mean square deviation $D/M_0$ also tends to zero: nearly all of the structure factor then comes from energies close to $W$.

## Two lines that miss the limit

Without the third-moment condition the conclusion can fail. Put two lines at $2W$ and $W/2$, each of weight $q^2/(5W)$. Then

$$M_1=\frac{q^2}{5W}\cdot\frac{5W}{2}=\frac{q^2}{2},\qquad M_{-1}=\frac{q^2}{5W}\cdot\frac{5}{2W}=\frac{q^2}{2W^2},$$

as required, but $M_0=2q^2/(5W)$, below $q^2/(2W)$. The third moment is $13W^2q^2/8$ instead of $W^2q^2/2$.

## Spectra as measures in Lean

```lean
import Mathlib

open MeasureTheory Filter Topology

namespace PlasmonSumRules

noncomputable section
```

A `Spectrum` is a measure on the real line, so it may contain continua as well as discrete lines. The field `pos` says that none of its weight lies at zero or negative energies, as for excitations from a nondegenerate ground state. The two remaining fields require finite inverse and third moments.

```lean
/-- An excitation spectrum: a positive measure on the energy axis, carried by positive
energies, with finite inverse and third moments. -/
structure Spectrum where
  weight : Measure ℝ
  pos : ∀ᵐ w ∂weight, 0 < w
  integrable_inv : Integrable (fun w : ℝ => w⁻¹) weight
  integrable_cube : Integrable (fun w : ℝ => w ^ 3) weight
```

The exponent in `moment` is an integer, so `S.moment (-1)` is the integral of $1/w$.

```lean
/-- The moment `M_p`, the integral of `w ^ p` over the spectrum; `M_0` is the structure factor. -/
def Spectrum.moment (S : Spectrum) (p : ℤ) : ℝ := ∫ w, w ^ p ∂S.weight
```

The quantity $D$ is called `spread`. It is not divided by $M_0$.

```lean
/-- The squared deviation of the energy from `W`, integrated over the spectrum. -/
def Spectrum.spread (S : Spectrum) (W : ℝ) : ℝ := ∫ w, (w - W) ^ 2 ∂S.weight
```

Finiteness of the intermediate moments follows by comparison with $w^{-1}+w^3$, with the case split at $w=1$ made by hand above.

```lean
/-- The moments of order 0 to 3 of a spectrum are finite. -/
theorem Spectrum.integrable_pow (S : Spectrum) (k : ℕ) (hk : k ≤ 3) :
    Integrable (fun w : ℝ => w ^ k) S.weight := by
  refine (S.integrable_inv.add S.integrable_cube).mono'
    (continuous_pow k).aestronglyMeasurable ?_
  filter_upwards [S.pos] with w hw
  rw [Real.norm_of_nonneg (by positivity)]
  show w ^ k ≤ w⁻¹ + w ^ 3
  have hc : 0 < w ^ 3 := by positivity
  have hi : 0 < w⁻¹ := by positivity
  -- low energies are controlled by the inverse moment, high ones by the third
  rcases le_total w 1 with h | h
  · have h1 : w ^ k ≤ 1 := pow_le_one₀ hw.le h
    have h2 : 1 ≤ w⁻¹ := (one_le_inv₀ hw).2 h
    linarith
  · have h1 : w ^ k ≤ w ^ 3 := pow_le_pow_right₀ h hk
    linarith
```

## From pointwise inequalities to moment inequalities

Linearity of the integral turns a combination of $1/w,1,w,w^2,w^3$ into the same combination of moments. Most of the proof establishes that each term is integrable, which splitting the integral requires.

```lean
/-- Integrating a combination of `1/w, 1, w, w², w³` over the spectrum gives the same
combination of moments. -/
theorem Spectrum.integral_combination (S : Spectrum) (a b c d e : ℝ) :
    ∫ w, (a * w⁻¹ + b + c * w + d * w ^ 2 + e * w ^ 3) ∂S.weight =
      a * S.moment (-1) + b * S.moment 0 + c * S.moment 1 + d * S.moment 2
        + e * S.moment 3 := by
  have hA : Integrable (fun w : ℝ => a * w⁻¹) S.weight := S.integrable_inv.const_mul a
  have hB : Integrable (fun _ : ℝ => b) S.weight := by
    have h := (S.integrable_pow 0 (by norm_num)).const_mul b
    simp only [pow_zero, mul_one] at h
    exact h
  have hC : Integrable (fun w : ℝ => c * w) S.weight := by
    have h := (S.integrable_pow 1 (by norm_num)).const_mul c
    simp only [pow_one] at h
    exact h
  have hD : Integrable (fun w : ℝ => d * w ^ 2) S.weight :=
    (S.integrable_pow 2 (by norm_num)).const_mul d
  have hE : Integrable (fun w : ℝ => e * w ^ 3) S.weight := S.integrable_cube.const_mul e
  have hAB : Integrable (fun w : ℝ => a * w⁻¹ + b) S.weight := hA.add hB
  have hABC : Integrable (fun w : ℝ => a * w⁻¹ + b + c * w) S.weight := hAB.add hC
  have hABCD : Integrable (fun w : ℝ => a * w⁻¹ + b + c * w + d * w ^ 2) S.weight :=
    hABC.add hD
  have hb : ∫ _w : ℝ, b ∂S.weight = b * ∫ _w : ℝ, (1 : ℝ) ∂S.weight := by
    rw [← integral_const_mul]
    simp only [mul_one]
  have hc : ∫ w : ℝ, c * w ∂S.weight = c * ∫ w : ℝ, w ∂S.weight :=
    integral_const_mul c (fun w : ℝ => w)
  simp only [Spectrum.moment, zpow_neg_one, zpow_ofNat, pow_zero, pow_one]
  rw [integral_add hABCD hE, integral_add hABC hD, integral_add hAB hC,
    integral_add hA hB, hb, hc]
  simp only [integral_const_mul]
```

If such a combination is nonnegative for all $w>0$, so is the corresponding combination of moments. Both bounds on $M_0$ and the upper bound on $D$ are obtained from this lemma.

```lean
/-- If a combination of `1/w, 1, w, w², w³` is nonnegative at all positive energies, then the
same combination of moments is nonnegative. -/
theorem Spectrum.moment_positivity (S : Spectrum) (a b c d e : ℝ)
    (h : ∀ w : ℝ, 0 < w → 0 ≤ a * w⁻¹ + b + c * w + d * w ^ 2 + e * w ^ 3) :
    0 ≤ a * S.moment (-1) + b * S.moment 0 + c * S.moment 1 + d * S.moment 2
      + e * S.moment 3 := by
  rw [← S.integral_combination]
  apply integral_nonneg_of_ae
  filter_upwards [S.pos] with w hw
  exact h w hw
```

The two bounds on $M_0$ come from two choices of coefficients. In each case `field_simp` and `ring` verify the factorisation, `positivity` reads off the sign, and `linear_combination h` rearranges the resulting inequality.

```lean
/-- For every reference energy `W > 0`, the structure factor `M_0` satisfies
`(3 M_1/W - M_3/W³)/2 ≤ M_0 ≤ (W M_(-1) + M_1/W)/2`. -/
theorem Spectrum.structure_factor_bounds (S : Spectrum) {W : ℝ} (hW : 0 < W) :
    (3 * S.moment 1 / W - S.moment 3 / W ^ 3) / 2 ≤ S.moment 0 ∧
      S.moment 0 ≤ (W * S.moment (-1) + S.moment 1 / W) / 2 := by
  constructor
  · have h := S.moment_positivity 0 1 (-3 / (2 * W)) 0 (1 / (2 * W ^ 3)) (fun w hw => by
      have e : 0 * w⁻¹ + 1 + -3 / (2 * W) * w + 0 * w ^ 2 + 1 / (2 * W ^ 3) * w ^ 3
          = (w - W) ^ 2 * (w + 2 * W) / (2 * W ^ 3) := by
        field_simp
        ring
      rw [e]
      positivity)
    linear_combination h
  · have h := S.moment_positivity (W / 2) (-1) (1 / (2 * W)) 0 0 (fun w hw => by
      have e : W / 2 * w⁻¹ + -1 + 1 / (2 * W) * w + 0 * w ^ 2 + 0 * w ^ 3
          = (w - W) ^ 2 / (2 * W * w) := by
        field_simp
        ring
      rw [e]
      positivity)
    linear_combination h
```

## The limit of the structure factor

The wavevectors `q i` and spectra `S i` carry an index `i`, and the limit is taken along a filter `l`. A sequence is the case of natural-number indices tending to infinity; a continuous limit is covered too. The hypothesis `hq` says that `q i` tends to zero through positive values. The f-sum rule `hf` is exact at every index, and dividing it by $q^2$ gives the constant $1/2$ as soon as `q i` is positive.

```lean
/-- The f-sum rule `M_1 = q²/2` gives `M_1/q² → 1/2` as `q → 0+`. -/
theorem fsum_ratio {ι : Type*} {l : Filter ι} {q : ι → ℝ} {S : ι → Spectrum}
    (hq : Tendsto q l (𝓝[>] 0)) (hf : ∀ i, (S i).moment 1 = q i ^ 2 / 2) :
    Tendsto (fun i => (S i).moment 1 / q i ^ 2) l (𝓝 (1 / 2)) := by
  have hpos : ∀ᶠ i in l, q i ∈ Set.Ioi (0 : ℝ) := hq.eventually eventually_mem_nhdsWithin
  refine tendsto_const_nhds.congr' ?_
  filter_upwards [hpos] with i hi
  have hi' : q i ≠ 0 := ne_of_gt hi
  rw [hf i]
  field_simp
```

In the main theorem, `hinv` and `hcube` are the screening and third-moment conditions, and `W` is any positive number; its relation to the electron density is not part of the statement. No rate of convergence is given. The terms `hU` and `hL` are the limits of the upper and lower bounds on $M_0/q^2$, `eU` and `eL` evaluate both to $1/(2W)$, and the squeeze theorem finishes the proof.

```lean
/-- Let `q → 0+` and `W > 0`. If `M_1 = q²/2`, `M_(-1)/q² → 1/(2W²)` and `M_3/q² → W²/2`, then
the structure factor satisfies `M_0/q² → 1/(2W)`. -/
theorem structure_factor_limit {ι : Type*} {l : Filter ι} {q : ι → ℝ} {S : ι → Spectrum}
    {W : ℝ} (hW : 0 < W) (hq : Tendsto q l (𝓝[>] 0))
    (hf : ∀ i, (S i).moment 1 = q i ^ 2 / 2)
    (hinv : Tendsto (fun i => (S i).moment (-1) / q i ^ 2) l (𝓝 (1 / (2 * W ^ 2))))
    (hcube : Tendsto (fun i => (S i).moment 3 / q i ^ 2) l (𝓝 (W ^ 2 / 2))) :
    Tendsto (fun i => (S i).moment 0 / q i ^ 2) l (𝓝 (1 / (2 * W))) := by
  have h1 := fsum_ratio hq hf
  -- both bounds on the structure factor have the same limit
  have hU := ((hinv.const_mul W).add (h1.div_const W)).div_const 2
  have hL := (((h1.const_mul 3).div_const W).sub (hcube.div_const (W ^ 3))).div_const 2
  have eU : (W * (1 / (2 * W ^ 2)) + 1 / 2 / W) / 2 = 1 / (2 * W) := by
    field_simp
    ring
  have eL : (3 * (1 / 2) / W - W ^ 2 / 2 / W ^ 3) / 2 = 1 / (2 * W) := by
    field_simp
    ring
  rw [eU] at hU
  rw [eL] at hL
  refine tendsto_of_tendsto_of_tendsto_of_le_of_le hL hU (fun i => ?_) (fun i => ?_)
  · have h := mul_le_mul_of_nonneg_right ((S i).structure_factor_bounds hW).1
      (inv_nonneg.2 (sq_nonneg (q i)))
    linear_combination h
  · have h := mul_le_mul_of_nonneg_right ((S i).structure_factor_bounds hW).2
      (inv_nonneg.2 (sq_nonneg (q i)))
    linear_combination h
```

The theorem on the spread has the same hypotheses. Here `hs` expands $D$ in moments, `hp` is the integrated inequality $w(w-W)^2\ge0$, and `hb` is the upper bound on $D$. Divided by $q^2$, that bound tends to zero by `hG`, which uses the limit of $M_0/q^2$ just obtained.

```lean
/-- Under the same three sum rules, with `q → 0+` and `W > 0`, the integrated squared deviation
of the energy from `W` vanishes faster than `q²`. -/
theorem spread_limit {ι : Type*} {l : Filter ι} {q : ι → ℝ} {S : ι → Spectrum}
    {W : ℝ} (hW : 0 < W) (hq : Tendsto q l (𝓝[>] 0))
    (hf : ∀ i, (S i).moment 1 = q i ^ 2 / 2)
    (hinv : Tendsto (fun i => (S i).moment (-1) / q i ^ 2) l (𝓝 (1 / (2 * W ^ 2))))
    (hcube : Tendsto (fun i => (S i).moment 3 / q i ^ 2) l (𝓝 (W ^ 2 / 2))) :
    Tendsto (fun i => (S i).spread W / q i ^ 2) l (𝓝 0) := by
  have h0 := structure_factor_limit hW hq hf hinv hcube
  have h1 := fsum_ratio hq hf
  have hG := ((hcube.sub (h1.const_mul (3 * W ^ 2))).add
    (h0.const_mul (2 * W ^ 3))).div_const (2 * W)
  have eG : (W ^ 2 / 2 - 3 * W ^ 2 * (1 / 2) + 2 * W ^ 3 * (1 / (2 * W))) / (2 * W) = 0 := by
    have e : 2 * W ^ 3 * (1 / (2 * W)) = W ^ 2 := by field_simp
    rw [e]
    ring
  rw [eG] at hG
  refine squeeze_zero (fun i => ?_) (fun i => ?_) hG
  · exact div_nonneg (integral_nonneg fun w => sq_nonneg (w - W)) (sq_nonneg _)
  · have hs : (S i).spread W
        = (S i).moment 2 - 2 * W * (S i).moment 1 + W ^ 2 * (S i).moment 0 := by
      have e : (S i).spread W = ∫ w, (0 * w⁻¹ + W ^ 2 + (-2 * W) * w + 1 * w ^ 2
          + 0 * w ^ 3) ∂(S i).weight := by
        unfold Spectrum.spread
        congr 1
        ext w
        ring
      rw [e, (S i).integral_combination]
      ring
    -- the integral of w (w - W)² is nonnegative
    have hp := (S i).moment_positivity 0 0 (W ^ 2) (-2 * W) 1 (fun w hw => by
      have e : 0 * w⁻¹ + 0 + W ^ 2 * w + -2 * W * w ^ 2 + 1 * w ^ 3 = w * (w - W) ^ 2 := by
        ring
      rw [e]
      positivity)
    have hb : (S i).spread W ≤ ((S i).moment 3 - 3 * W ^ 2 * (S i).moment 1
        + 2 * W ^ 3 * (S i).moment 0) / (2 * W) := by
      rw [le_div_iff₀ (by positivity), hs]
      linear_combination hp
    have h := mul_le_mul_of_nonneg_right hb (inv_nonneg.2 (sq_nonneg (q i)))
    linear_combination h
```

## Explicit line spectra

A sharp line is a Dirac measure multiplied by its weight, and any function is integrable over it.

```lean
/-- Every function of the energy is integrable over a single sharp line. -/
theorem integrable_line (f : ℝ → ℝ) (a x : ℝ) :
    Integrable f (ENNReal.ofReal a • Measure.dirac x) :=
  (integrable_dirac (by simp)).smul_measure ENNReal.ofReal_ne_top
```

Two such lines at positive energies form a `Spectrum`.

```lean
/-- Two sharp lines at energies `x, y > 0` with weights `a, b`, a negative weight counting
as zero. -/
def twoLine (a b x y : ℝ) (hx : 0 < x) (hy : 0 < y) : Spectrum where
  weight := ENNReal.ofReal a • Measure.dirac x + ENNReal.ofReal b • Measure.dirac y
  pos := by
    rw [ae_add_measure_iff]
    exact ⟨Measure.ae_smul_measure (by simpa [ae_dirac_eq] using hx) _,
      Measure.ae_smul_measure (by simpa [ae_dirac_eq] using hy) _⟩
  integrable_inv := (integrable_line _ a x).add_measure (integrable_line _ b y)
  integrable_cube := (integrable_line _ a x).add_measure (integrable_line _ b y)
```

For nonnegative weights its moments are the expected sums $a x^p+b y^p$.

```lean
/-- Two lines at energies `x, y > 0` with nonnegative weights `a, b` have the moments
`a x^p + b y^p`. -/
theorem twoLine_moment {a b x y : ℝ} (hx : 0 < x) (hy : 0 < y) (ha : 0 ≤ a) (hb : 0 ≤ b)
    (p : ℤ) : (twoLine a b x y hx hy).moment p = a * x ^ p + b * y ^ p := by
  unfold Spectrum.moment twoLine
  rw [integral_add_measure (integrable_line _ a x) (integrable_line _ b y),
    integral_smul_measure, integral_smul_measure, integral_dirac, integral_dirac,
    ENNReal.toReal_ofReal ha, ENNReal.toReal_ofReal hb, smul_eq_mul, smul_eq_mul]
```

A single line at $W$ of weight $q^2/(2W)$ satisfies all three sum rules exactly, so the assumptions of the limit theorem are consistent.

```lean
/-- A single line at `W > 0` of weight `q²/(2W)` (the second line has weight zero) meets the
three sum rules exactly. -/
theorem single_line_witness {W : ℝ} (hW : 0 < W) (q : ℝ) :
    (twoLine (q ^ 2 / (2 * W)) 0 W W hW hW).moment 1 = q ^ 2 / 2 ∧
    (twoLine (q ^ 2 / (2 * W)) 0 W W hW hW).moment (-1) = q ^ 2 * (1 / (2 * W ^ 2)) ∧
    (twoLine (q ^ 2 / (2 * W)) 0 W W hW hW).moment 3 = q ^ 2 * (W ^ 2 / 2) := by
  refine ⟨?_, ?_, ?_⟩ <;> rw [twoLine_moment hW hW (by positivity) le_rfl] <;>
    simp only [zpow_neg_one, zpow_ofNat, zero_mul, add_zero] <;>
    field_simp
```

The last theorem records the counter-example: the first and inverse moments have the required values, and the structure factor has the coefficient $2/(5W)$.

```lean
/-- Equal lines at `2W` and `W/2`, with `W > 0`, meet the first and inverse moment rules exactly,
when each has weight `q²/(5W)`, and their structure factor is then `2q²/(5W)`. -/
theorem third_moment_needed {W : ℝ} (hW : 0 < W) (q : ℝ) :
    let S := twoLine (q ^ 2 / (5 * W)) (q ^ 2 / (5 * W)) (2 * W) (W / 2)
      (by positivity) (by positivity)
    S.moment 1 = q ^ 2 / 2 ∧ S.moment (-1) = q ^ 2 * (1 / (2 * W ^ 2)) ∧
      S.moment 0 = q ^ 2 * (2 / (5 * W)) := by
  intro S
  have h : ∀ p : ℤ, S.moment p
      = q ^ 2 / (5 * W) * (2 * W) ^ p + q ^ 2 / (5 * W) * (W / 2) ^ p :=
    twoLine_moment _ _ (by positivity) (by positivity)
  refine ⟨?_, ?_, ?_⟩ <;> rw [h] <;>
    simp only [zpow_neg_one, zpow_one, zpow_zero] <;> field_simp <;> ring

end

end PlasmonSumRules
```

```lean
#print axioms PlasmonSumRules.spread_limit
-- 'PlasmonSumRules.spread_limit' depends on axioms: [propext, Classical.choice, Quot.sound]
#print axioms PlasmonSumRules.third_moment_needed
-- 'PlasmonSumRules.third_moment_needed' depends on axioms: [propext, Classical.choice, Quot.sound]
```
